# For finitely many pair states with positive energies and uniform attraction, the gap equation has a positive solution exactly when the Wannier matrix has a negative eigenvalue

Take one electron-hole pair state of energy $2\xi>0$ with an attraction $g>0$. The zero-temperature gap equation for the order parameter $D$, called the gap as in superconductivity, is

$$1=\frac{g}{2\sqrt{\xi^2+D^2}},\qquad\text{so}\qquad D^2=\frac{g^2}{4}-\xi^2 .$$

A positive $D$ exists exactly when $g>2\xi$. The energy of a single bound pair is $E=2\xi-g$, which is negative under the same condition. The semiconducting state is unstable to pair formation when creating a bound pair lowers the energy.

The problems below extend this to finitely many pair states. In this mean-field model with uniform attraction, a negative exciton energy and an excitonic-insulator solution signal the same instability.

## Pair energies, gap equation and Wannier matrix

The pair states are labelled by $k$ in a finite set, the type `ι`, with $N$ elements.

In Lean 4 with Mathlib:

```lean
import Mathlib

open Matrix

namespace ExcitonicInstability

noncomputable section

variable {ι : Type*} [Fintype ι]
```

Let $2\xi_k$ be the energy of pair state $k$ without attraction. The gap sum is

$$G(D)=g\sum_k\frac{1}{2\sqrt{\xi_k^2+D^2}},$$

and the gap equation is $G(D)=1$. The trivial solution $D=0$ of the usual form, which has a factor $D$ on both sides, has been divided out. The equation itself is taken from mean-field theory, with the $\xi_k$ held independent of $D$, and not derived here. In this theory an unbound pair excitation costs $2\sqrt{\xi_k^2+D^2}$, so $D$ is not itself the excitation gap, which stays open at $D=0$ when all $\xi_k>0$.

```lean
/-- The right side of the zero-temperature gap equation at gap `D`, for pair energies `2 ξ k > 0`.
-/
def gapSum (g : ℝ) (ξ : ι → ℝ) (D : ℝ) : ℝ :=
  g * ∑ k, 1 / (2 * √(ξ k ^ 2 + D ^ 2))
```

The second sum depends on a pair energy $E$:

$$X(E)=g\sum_k\frac{1}{2\xi_k-E}.$$

```lean
/-- The sum `g ∑ 1 / (2 ξ k - E)` for an energy `E` below all pair energies `2 ξ k`. -/
def excitonSum (g : ℝ) (ξ : ι → ℝ) (E : ℝ) : ℝ :=
  g * ∑ k, 1 / (2 * ξ k - E)
```

The Wannier matrix is $H=\mathrm{diag}(2\xi_k)-gJ$, where every entry of $J$ is one. The attraction therefore couples all pair states equally and also lowers each diagonal entry by $g$.

```lean
/-- The Wannier Hamiltonian of one electron-hole pair: energies `2 ξ k` on the diagonal
and a uniform attraction `g` between all pair states. -/
def wannier [DecidableEq ι] (g : ℝ) (ξ : ι → ℝ) : Matrix ι ι ℝ :=
  Matrix.diagonal (fun k => 2 * ξ k) - g • Matrix.of (fun _ _ => (1 : ℝ))
```

A level is a real eigenvalue with a nonzero real eigenvector $\varphi$. Since $H$ is real and symmetric, this loses no eigenvalues.

```lean
/-- `E` is an eigenvalue of the Wannier Hamiltonian. -/
def IsLevel [DecidableEq ι] (g : ℝ) (ξ : ι → ℝ) (E : ℝ) : Prop :=
  ∃ φ : ι → ℝ, φ ≠ 0 ∧ wannier g ξ *ᵥ φ = E • φ
```

From part (c) on, there is at least one pair state, $g>0$ and all $\xi_k>0$. The last condition describes a normal state with a gap, in which every pair costs energy before the attraction acts.

## (a) The matrix acting on a pair amplitude

Show that

$$(H\varphi)_k=2\xi_k\varphi_k-g\sum_j\varphi_j .$$

The diagonal part multiplies $\varphi_k$ by $2\xi_k$. Each row of $J$ sums all the amplitudes. The code splits the matrix difference in the same way.

```lean
/-- The Wannier Hamiltonian acts on a pair amplitude by its energy minus `g` times
the total amplitude. -/
theorem wannier_mulVec [DecidableEq ι] (g : ℝ) (ξ φ : ι → ℝ) (k : ι) :
    (wannier g ξ *ᵥ φ) k = 2 * ξ k * φ k - g * ∑ j, φ j := by
  rw [wannier, Matrix.sub_mulVec, Pi.sub_apply, Matrix.mulVec_diagonal]
  congr 1
  simp [Matrix.mulVec, dotProduct, Finset.mul_sum]
```

## (b) Levels below all pair energies

Let $E<2\xi_k$ for every $k$. Show that

$$E\text{ is a level of }H\iff X(E)=1 .$$

Write $S=\sum_j\varphi_j$. By (a), the eigenvalue equation reads $(2\xi_k-E)\varphi_k=gS$, so

$$\varphi_k=\frac{gS}{2\xi_k-E}.$$

If $S$ were zero, every $\varphi_k$ would vanish, so $S\neq0$. Summing over $k$ gives $S=S\,X(E)$, and division by $S$ gives $X(E)=1$.

Conversely, let $X(E)=1$ and take $\varphi_k=1/(2\xi_k-E)$. This vector is nonzero, because otherwise $X(E)$ would be zero. It satisfies

$$(H\varphi)_k-E\varphi_k=(2\xi_k-E)\varphi_k-g\sum_j\varphi_j=1-X(E)=0 .$$

The code uses this unnormalised vector. The normalised amplitude is

$$\frac{1}{2\xi_k-E}\Big[\sum_j(2\xi_j-E)^{-2}\Big]^{-1/2}.$$

In the proof, `hφk` is the formula for $\varphi_k$, `hS` is $S\neq0$, and `hsum` is the summed equation.

```lean
/-- An energy below all pair energies is an exciton level exactly when
`g ∑ 1 / (2 ξ k - E) = 1`. -/
theorem isLevel_iff [DecidableEq ι] {g E : ℝ} {ξ : ι → ℝ} (hE : ∀ k, E < 2 * ξ k) :
    IsLevel g ξ E ↔ excitonSum g ξ E = 1 := by
  constructor
  · rintro ⟨φ, hφ, h⟩
    -- the eigenvalue equation fixes the amplitude up to its total
    have hφk : ∀ k, φ k = (g * ∑ j, φ j) * (1 / (2 * ξ k - E)) := by
      intro k
      have hp := sub_pos.mpr (hE k)
      have hk := congrFun h k
      rw [wannier_mulVec, Pi.smul_apply, smul_eq_mul] at hk
      rw [mul_one_div, eq_div_iff hp.ne']
      linarith
    have hS : ∑ j, φ j ≠ 0 := by
      intro h0
      apply hφ
      funext k
      rw [hφk k, h0]
      simp
    have hsum : ∑ j, φ j = (g * ∑ j, φ j) * ∑ k, 1 / (2 * ξ k - E) :=
      (Finset.sum_congr rfl fun k _ => hφk k).trans (Finset.mul_sum _ _ _).symm
    unfold excitonSum
    apply mul_left_cancel₀ hS
    linear_combination -hsum
  · intro h
    unfold excitonSum at h
    refine ⟨fun k => 1 / (2 * ξ k - E), ?_, ?_⟩
    · intro h0
      have hz : ∀ k, 1 / (2 * ξ k - E) = 0 := fun k => congrFun h0 k
      rw [Finset.sum_eq_zero fun k _ => hz k] at h
      simp at h
    · funext k
      have hinv : (2 * ξ k - E) * (1 / (2 * ξ k - E)) = 1 :=
        mul_one_div_cancel (sub_pos.mpr (hE k)).ne'
      rw [wannier_mulVec, Pi.smul_apply, smul_eq_mul]
      linear_combination hinv - h
```

## (c) The gap sum against the gap

Show that $G(b)<G(a)$ whenever $0\le a<b$.

For each $k$, $\sqrt{\xi_k^2+a^2}<\sqrt{\xi_k^2+b^2}$, and both roots are positive. Taking reciprocals reverses the inequality. Summing over a nonempty set and multiplying by $g>0$ keeps it strict. The inequalities `h1` and `h2` are the positivity and the comparison of the roots.

```lean
/-- The gap sum falls strictly as the gap grows. -/
theorem gapSum_lt [Nonempty ι] {g : ℝ} {ξ : ι → ℝ} (hg : 0 < g) (hξ : ∀ k, 0 < ξ k)
    (a b : ℝ) (ha : 0 ≤ a) (hab : a < b) : gapSum g ξ b < gapSum g ξ a := by
  unfold gapSum
  refine mul_lt_mul_of_pos_left
    (Finset.sum_lt_sum_of_nonempty Finset.univ_nonempty fun k _ => ?_) hg
  have hk := hξ k
  have h1 : 0 < √(ξ k ^ 2 + a ^ 2) := Real.sqrt_pos.mpr (by positivity)
  have h2 : √(ξ k ^ 2 + a ^ 2) < √(ξ k ^ 2 + b ^ 2) :=
    Real.sqrt_lt_sqrt (by positivity) (by nlinarith)
  exact one_div_lt_one_div_of_lt (by linarith) (by linarith)
```

## (d) The exciton sum against the energy

Show that $X(E)<X(F)$ whenever $E<F\le0$.

Here $0<2\xi_k-F<2\xi_k-E$, so each term of $X(E)$ is smaller than the matching term of $X(F)$. The code then sums the terms as in (c).

```lean
/-- At energies up to zero the exciton sum falls strictly as the energy is lowered. -/
theorem excitonSum_lt [Nonempty ι] {g : ℝ} {ξ : ι → ℝ} (hg : 0 < g) (hξ : ∀ k, 0 < ξ k)
    (E F : ℝ) (hF : F ≤ 0) (hEF : E < F) : excitonSum g ξ E < excitonSum g ξ F := by
  unfold excitonSum
  refine mul_lt_mul_of_pos_left
    (Finset.sum_lt_sum_of_nonempty Finset.univ_nonempty fun k _ => ?_) hg
  have hk := hξ k
  exact one_div_lt_one_div_of_lt (by linarith) (by linarith)
```

## (e) When a falling function crosses one

Let $f$ be continuous and strictly decreasing on $[0,\infty)$, with $f(M)<1$ for some $M\ge0$. Show that

$$\exists\,x>0:\ f(x)=1\iff f(0)>1 .$$

If $f(x)=1$ with $x>0$, then $f(0)>f(x)=1$. Conversely, if $f(0)>1>f(M)$, the intermediate value theorem gives $x\in[0,M]$ with $f(x)=1$. It isn't zero, because $f(0)\neq1$. The code calls `intermediate_value_Icc'`, the version for a function whose value is larger at the left end.

```lean
/-- A continuous, strictly falling response that drops below one somewhere equals one at
a positive argument exactly when it exceeds one at zero. -/
theorem threshold {f : ℝ → ℝ} {M : ℝ} (hc : ContinuousOn f (Set.Ici 0))
    (hf : ∀ a b, 0 ≤ a → a < b → f b < f a) (hM : 0 ≤ M) (hfM : f M < 1) :
    (∃ x, 0 < x ∧ f x = 1) ↔ 1 < f 0 := by
  constructor
  · rintro ⟨x, hx, h⟩
    have := hf 0 x le_rfl hx
    linarith
  · intro h0
    obtain ⟨x, hx, hfx⟩ := intermediate_value_Icc' hM (hc.mono Set.Icc_subset_Ici_self)
      (show (1 : ℝ) ∈ Set.Icc (f M) (f 0) from ⟨hfM.le, h0.le⟩)
    refine ⟨x, lt_of_le_of_ne hx.1 ?_, hfx⟩
    rintro rfl
    linarith
```

## (f) An explicit upper end for the search

Let $g>0$ and let $e_k\ge gN+1$ for all $k$. Show that $g\sum_k 1/e_k<1$.

Each term is at most $1/(gN+1)$, so

$$g\sum_k\frac1{e_k}\le\frac{gN}{gN+1}<1 .$$

The added $1$ is one unit of whatever energy scale is in use. The `calc` block follows this line.

```lean
/-- If all energies `e k` are at least `g N + 1`, with `N` the number of pair states,
then `g ∑ 1 / e k` is below one. -/
theorem sum_lt_one {g : ℝ} (hg : 0 < g) (e : ι → ℝ)
    (he : ∀ k, g * Fintype.card ι + 1 ≤ e k) : g * ∑ k, 1 / e k < 1 := by
  have hM : 0 < g * Fintype.card ι + 1 := by positivity
  have h : ∑ k, 1 / e k ≤ ∑ _k : ι, 1 / (g * Fintype.card ι + 1) :=
    Finset.sum_le_sum fun k _ => one_div_le_one_div_of_le hM (he k)
  rw [Finset.sum_const, Finset.card_univ, nsmul_eq_mul] at h
  calc g * ∑ k, 1 / e k
      ≤ g * (Fintype.card ι * (1 / (g * Fintype.card ι + 1))) :=
        mul_le_mul_of_nonneg_left h hg.le
    _ = g * Fintype.card ι / (g * Fintype.card ι + 1) := by ring
    _ < 1 := by rw [div_lt_one hM]; linarith
```

## (g) One threshold for both instabilities

Show that the following three statements are equivalent, and that the positive solution $D$ is unique:

1. $G(D)=1$ for some $D>0$;
2. $g\sum_k\dfrac{1}{2\xi_k}>1$;
3. $H$ has a level $E<0$.

Set $M=gN+1$. The function $G$ is continuous, since its denominators never vanish, and it decreases by (c). Because $2\sqrt{\xi_k^2+M^2}\ge M$, part (f) gives $G(M)<1$. Since $\xi_k>0$, $G(0)$ is the sum in statement 2, and (e) gives the equivalence of 1 and 2.

For the exciton, use $f(x)=X(-x)$ with $x=-E$. It is continuous for $x\ge0$ and decreases by (d). Its denominators at $M$ are $2\xi_k+M\ge M$, so $f(M)<1$. Its value at zero is again the sum in statement 2. A negative $E$ lies below every $2\xi_k$, so (b) turns the root into a level.

Two different positive solutions of the gap equation would contradict (c).

In a program for this model, the sum in statement 2 is evaluated first. If it exceeds one, $[0,gN+1]$ brackets both $D$ and $-E$, and bisection finds each. A Bethe-Salpeter code in the Tamm-Dancoff approximation diagonalises a matrix of the same kind, but its kernel generally depends on the pair states, and for a general kernel the argument in (b) does not reduce the problem to a single scalar equation.

In the code, `List.TFAE` states the three-way equivalence. The steps `h12` and `h23` are the two uses of (e), and `h32` passes from roots to levels.

```lean
/-- The gap equation has a positive solution, `g ∑ 1 / (2 ξ k)` exceeds one, and the Wannier
Hamiltonian has a negative level: these are equivalent, and the positive gap is unique. -/
theorem excitonic_instability [DecidableEq ι] [Nonempty ι] {g : ℝ} {ξ : ι → ℝ}
    (hg : 0 < g) (hξ : ∀ k, 0 < ξ k) :
    List.TFAE [∃ D, 0 < D ∧ gapSum g ξ D = 1,
      1 < g * ∑ k, 1 / (2 * ξ k),
      ∃ E, E < 0 ∧ IsLevel g ξ E] ∧
    ∀ D D', 0 < D → 0 < D' → gapSum g ξ D = 1 → gapSum g ξ D' = 1 → D = D' := by
  have hM : 0 < g * Fintype.card ι + 1 := by positivity
  constructor
  · -- the gap equation crosses one
    have h12 : (∃ D, 0 < D ∧ gapSum g ξ D = 1) ↔ 1 < g * ∑ k, 1 / (2 * ξ k) := by
      have h0 : gapSum g ξ 0 = g * ∑ k, 1 / (2 * ξ k) := by
        unfold gapSum
        congr 1
        refine Finset.sum_congr rfl fun k _ => ?_
        rw [zero_pow two_ne_zero, add_zero, Real.sqrt_sq (hξ k).le]
      rw [← h0]
      refine threshold ?_ (gapSum_lt hg hξ) hM.le (sum_lt_one hg _ fun k => ?_)
      · apply Continuous.continuousOn
        show Continuous fun D : ℝ => g * ∑ k, 1 / (2 * √(ξ k ^ 2 + D ^ 2))
        refine continuous_const.mul (continuous_finsetSum _ fun k _ => ?_)
        refine continuous_const.div (by fun_prop) fun D => ?_
        have hk := hξ k
        positivity
      · have h := (Real.le_sqrt' hM).mpr (le_add_of_nonneg_left (sq_nonneg (ξ k)))
        linarith
    -- the exciton sum crosses one, as a function of the binding `x = -E`
    have h23 : (∃ x, 0 < x ∧ excitonSum g ξ (-x) = 1) ↔ 1 < g * ∑ k, 1 / (2 * ξ k) := by
      have h0 : excitonSum g ξ (-0) = g * ∑ k, 1 / (2 * ξ k) := by
        simp only [excitonSum, neg_zero, sub_zero]
      rw [← h0]
      refine threshold (f := fun x => excitonSum g ξ (-x)) ?_
        (fun a b ha hab => excitonSum_lt hg hξ _ _ (by linarith) (by linarith))
        hM.le (sum_lt_one hg _ fun k => ?_)
      · show ContinuousOn (fun x : ℝ => g * ∑ k, 1 / (2 * ξ k - -x)) (Set.Ici 0)
        refine continuousOn_const.mul (continuousOn_finsetSum _ fun k _ => ?_)
        refine continuousOn_const.div (by fun_prop) fun x hx => ?_
        have hk := hξ k
        have hx' : 0 ≤ x := hx
        have hp : 0 < 2 * ξ k - -x := by linarith
        exact hp.ne'
      · have hk := hξ k
        linarith
    have h32 : (∃ E, E < 0 ∧ IsLevel g ξ E) ↔ 1 < g * ∑ k, 1 / (2 * ξ k) := by
      rw [← h23]
      constructor
      · rintro ⟨E, hE, h⟩
        refine ⟨-E, by linarith, ?_⟩
        rw [neg_neg]
        exact (isLevel_iff fun k => by linarith [hξ k]).mp h
      · rintro ⟨x, hx, h⟩
        exact ⟨-x, by linarith, (isLevel_iff fun k => by linarith [hξ k]).mpr h⟩
    tfae_have 1 ↔ 2 := h12
    tfae_have 3 ↔ 2 := h32
    tfae_finish
  · intro D D' hD hD' h h'
    rcases lt_trichotomy D D' with hlt | heq | hlt
    · linarith [gapSum_lt hg hξ D D' hD.le hlt]
    · exact heq
    · linarith [gapSum_lt hg hξ D' D hD'.le hlt]
```

## (h) How many negative levels there are

Show that two levels $E<0$ and $F<0$ must be equal.

By (b), $X(E)=X(F)=1$. If the energies differed, (d) would make one of these values smaller than the other. The code separates the cases $E<F$, $E=F$ and $F<E$. The statement compares energies and does not count multiplicities.

```lean
/-- The Wannier Hamiltonian has at most one negative level. -/
theorem negative_level_unique [DecidableEq ι] [Nonempty ι] {g E F : ℝ} {ξ : ι → ℝ}
    (hg : 0 < g) (hξ : ∀ k, 0 < ξ k) (hE : E < 0) (hF : F < 0)
    (h : IsLevel g ξ E) (h' : IsLevel g ξ F) : E = F := by
  rw [isLevel_iff fun k => by linarith [hξ k]] at h h'
  rcases lt_trichotomy E F with hlt | heq | hlt
  · linarith [excitonSum_lt hg hξ E F hF.le hlt]
  · exact heq
  · linarith [excitonSum_lt hg hξ F E hE.le hlt]
```

## (i) A bound on the level from the gap

Let $D>0$ solve the gap equation. Show that every level $E$ of $H$ satisfies

$$E>-2D .$$

Suppose $E\le-2D$. Since $(\xi_k+D)^2=\xi_k^2+D^2+2\xi_kD$,

$$2\xi_k-E\ \ge\ 2(\xi_k+D)\ >\ 2\sqrt{\xi_k^2+D^2}.$$

Hence $X(E)<G(D)=1$. But $E$ is negative, so (b) requires $X(E)=1$, a contradiction.

For a numerical example, take two pair states with $\xi_1=\xi_2=4$ and $g=5$. The sum in (g) is $5\cdot\tfrac28=\tfrac54>1$. The gap equation becomes $\sqrt{16+D^2}=5$, so $D=3$. The matrix

$$H=\begin{pmatrix}3&-5\\-5&3\end{pmatrix}$$

has the level $-2$ with normalised amplitude $(1,1)/\sqrt2$, and the level $8$ with $(1,-1)/\sqrt2$. Both lie above $-2D=-6$. The upper level has zero total amplitude and sits at the pair energy itself, where (b) does not apply.

In the proof, `h2` is the inequality $\sqrt{\xi_k^2+D^2}<\xi_k+D$, and `hlt` is $X(E)<G(D)$.

```lean
/-- If `D > 0` solves the gap equation, every level of the Wannier Hamiltonian lies
above `-2 D`. -/
theorem level_gt_neg_two_gap [DecidableEq ι] [Nonempty ι] {g D E : ℝ} {ξ : ι → ℝ}
    (hg : 0 < g) (hξ : ∀ k, 0 < ξ k) (hD : 0 < D) (hgap : gapSum g ξ D = 1)
    (h : IsLevel g ξ E) : -2 * D < E := by
  by_contra hcon
  have hE : E ≤ -2 * D := le_of_not_gt hcon
  rw [isLevel_iff fun k => by linarith [hξ k]] at h
  -- compare the two sums term by term, using `√(ξ² + D²) < ξ + D`
  have hlt : excitonSum g ξ E < gapSum g ξ D := by
    unfold excitonSum gapSum
    refine mul_lt_mul_of_pos_left
      (Finset.sum_lt_sum_of_nonempty Finset.univ_nonempty fun k _ => ?_) hg
    have hk := hξ k
    have h1 : 0 < √(ξ k ^ 2 + D ^ 2) := Real.sqrt_pos.mpr (by positivity)
    have h2 : √(ξ k ^ 2 + D ^ 2) < ξ k + D :=
      (Real.sqrt_lt' (by linarith)).mpr (by nlinarith [mul_pos hk hD])
    exact one_div_lt_one_div_of_lt (by linarith) (by linarith)
  linarith

end

end ExcitonicInstability
```

```lean
#print axioms ExcitonicInstability.excitonic_instability
#print axioms ExcitonicInstability.negative_level_unique
#print axioms ExcitonicInstability.level_gt_neg_two_gap
```

```
'ExcitonicInstability.excitonic_instability' depends on axioms: [propext, Classical.choice, Quot.sound]
'ExcitonicInstability.negative_level_unique' depends on axioms: [propext, Classical.choice, Quot.sound]
'ExcitonicInstability.level_gt_neg_two_gap' depends on axioms: [propext, Classical.choice, Quot.sound]
```
